# Each McWeeny purification step at most triples a matrix's range, a bound attained on long tight-binding chains

In a tight-binding model of a large molecule or solid, the Hamiltonian couples only nearby orbitals, so almost all of its entries are zero. McWeeny's purification of the density matrix starts from a matrix built from this Hamiltonian and applies a fixed polynomial repeatedly. From a suitable start, this drives every eigenvalue towards 0 or 1, the occupations of empty and filled states. Every matrix product, however, lets an orbital reach the neighbours of its neighbours. How far can the nonzero entries have spread after $n$ steps, and how many of them must be stored?

## Sites, distances and range

Label the basis orbitals by a finite set of sites $i, j, \dots$ with a distance $d(i,j)$. The distance is symmetric, non-negative and zero from a site to itself, and it obeys the triangle inequality. Two different sites may be at distance zero, which suits several orbitals centred on one atom. In Lean the site set is `ι` with a `PseudoMetricSpace` structure, and finiteness enters as `[Fintype ι]` wherever matrices are multiplied. The entries come from a ring `R`, which need not be commutative. Real and complex numbers are included, and so are square blocks of a fixed size.

```lean
import Mathlib

open Matrix

namespace McWeenyRange

variable {ι R : Type*} [PseudoMetricSpace ι] [Ring R]
```

A matrix $A$ has range $r$ if $A_{ij} = 0$ whenever $d(i,j) > r$. This is an upper bound on the reach of $A$: a matrix of range $r$ also has every larger range. Entries at distance exactly $r$ may be nonzero.

```lean
/-- A matrix has range `r` if its entries vanish between sites farther apart than `r`. -/
def HasRange (A : Matrix ι ι R) (r : ℝ) : Prop :=
  ∀ i j, r < dist i j → A i j = 0
```

The McWeeny step is the map
$$M(A) = 3A^2 - 2A^3 .$$
The coefficients are written as natural-number multiples, which make sense in any ring. The products are plain matrix products, so the basis is taken to be orthonormal. In a non-orthogonal basis the step also contains the overlap matrix, and that version is not treated here.

```lean
/-- The McWeeny purification step `A ↦ 3 A² - 2 A³`. -/
def mcweeny [Fintype ι] (A : Matrix ι ι R) : Matrix ι ι R :=
  (3 : ℕ) • (A * A) - (2 : ℕ) • (A * A * A)
```

## Ranges add in a product

Let $A$ have range $r$ and $B$ range $s$, and take two sites with $d(i,j) > r+s$. The entry of the product is
$$(AB)_{ij} = \sum_k A_{ik} B_{kj}.$$
Consider one intermediate site $k$. If $d(i,k) > r$, then $A_{ik} = 0$. Otherwise $d(i,k) \le r$, and the triangle inequality gives
$$d(k,j) \ge d(i,j) - d(i,k) > (r+s) - r = s,$$
so $B_{kj} = 0$. Every term vanishes, and with them the sum. Hence $AB$ has range $r+s$.

The proof makes the same case distinction with `by_cases`, and `linarith` derives the second inequality from `dist_triangle`.

```lean
/-- Ranges add under matrix multiplication. -/
theorem HasRange.mul [Fintype ι] {A B : Matrix ι ι R} {r s : ℝ}
    (hA : HasRange A r) (hB : HasRange B s) : HasRange (A * B) (r + s) := by
  intro i j hij
  rw [Matrix.mul_apply]
  apply Finset.sum_eq_zero
  intro k _
  -- an intermediate site cannot be close to both ends
  by_cases h : r < dist i k
  · rw [hA i k h, zero_mul]
  · have h' : s < dist k j := by linarith [dist_triangle i k j, not_lt.mp h]
    rw [hB k j h', mul_zero]
```

## One step at most triples the range, and n steps multiply it by at most a power of three

By the product rule, $A^2$ has range $2r$ and $A^3$ has range $3r$. If $r \ge 0$, then $2r \le 3r$, so at any distance beyond $3r$ both terms of $M(A)$ vanish.

If $r < 0$, the comparison of $2r$ with $3r$ goes the other way, but then the condition $d(i,j) > r$ holds for every pair of sites. The matrix is zero, so $M(A) = 0$, which has any range. The theorem therefore needs no assumption on the sign of $r$.

```lean
/-- One McWeeny step at most triples the range. -/
theorem hasRange_mcweeny [Fintype ι] {A : Matrix ι ι R} {r : ℝ}
    (hA : HasRange A r) : HasRange (mcweeny A) (3 * r) := by
  rcases le_or_gt 0 r with hr | hr
  · intro i j hij
    have h2 : (A * A) i j = 0 := hA.mul hA i j (by linarith)
    have h3 : (A * A * A) i j = 0 := (hA.mul hA).mul hA i j (by linarith)
    change (3 : ℕ) • (A * A) i j - (2 : ℕ) • (A * A * A) i j = 0
    rw [h2, h3, smul_zero, smul_zero, sub_zero]
  · -- a matrix of negative range is zero
    have hA0 : A = 0 := by
      ext i j
      exact hA i j (lt_of_lt_of_le hr dist_nonneg)
    intro i j _
    simp [mcweeny, hA0]
```

Write $M^n(A)$ for the result of $n$ successive steps, in Lean `mcweeny^[n] A`. For $n = 0$ this is $A$ itself, with range $r = 3^0 r$. If $M^n(A)$ has range $3^n r$, one further step gives range $3 \cdot 3^n r = 3^{n+1} r$. The induction in Lean has the same two cases.

```lean
/-- After `n` McWeeny steps a matrix of range `r` has range `3 ^ n * r`. -/
theorem hasRange_iterate [Fintype ι] {A : Matrix ι ι R} {r : ℝ}
    (hA : HasRange A r) (n : ℕ) : HasRange (mcweeny^[n] A) (3 ^ n * r) := by
  induction n with
  | zero => simpa using hA
  | succ n ih =>
    have e : (3 : ℝ) ^ (n + 1) * r = 3 * (3 ^ n * r) := by ring
    rw [Function.iterate_succ_apply', e]
    exact hasRange_mcweeny ih
```

## Storage grows at most linearly at a fixed number of steps

In row $i$ of $M^n(A)$, a nonzero entry can stand only in a column $j$ with $d(i,j) \le 3^n r$. Suppose that every ball of this radius holds at most $b$ sites. Then each row has at most $b$ nonzero entries, and summing over the rows gives
$$\#\{(i,j) : M^n(A)_{ij} \neq 0\} \le b \cdot (\text{number of sites}).$$

The hypothesis `hb` expresses a bounded density of orbitals: atoms do not pile up as the system grows. If the same $b$ serves for all system sizes, the storage for a fixed number of steps grows only linearly with the size. The constant can be large, since in a three-dimensional solid the volume of the ball grows by a factor of 27 with each step.

In the code `ncard` counts the elements of a set. The proof bounds each row by its ball and then adds the rows.

```lean
/-- If every ball of radius `3 ^ n * r` holds at most `b` sites, then after `n` McWeeny steps
the number of nonzero entries is at most `b` times the number of sites. -/
theorem nonzero_entries_le [Fintype ι] {A : Matrix ι ι R} {r : ℝ}
    (hA : HasRange A r) (n b : ℕ)
    (hb : ∀ i : ι, {j : ι | dist i j ≤ 3 ^ n * r}.ncard ≤ b) :
    ∑ i, {j : ι | (mcweeny^[n] A) i j ≠ 0}.ncard ≤ Fintype.card ι * b := by
  have hrow : ∀ i ∈ (Finset.univ : Finset ι),
      {j : ι | (mcweeny^[n] A) i j ≠ 0}.ncard ≤ b := by
    intro i _
    refine le_trans (Set.ncard_le_ncard ?_ (Set.toFinite _)) (hb i)
    intro j hj
    exact not_lt.mp fun h => hj (hasRange_iterate hA n i j h)
  simpa using Finset.sum_le_card_nsmul _ _ b hrow
```

## A chain with nearest-neighbour hopping

Whether the factor of three per step is really reached can be tested on a simple system. Take the sites $0, 1, \dots, N$ on a line with unit spacing, which makes $N+1$ sites and a chain of length $N$. Their distance is $|i-j|$, inherited from the integers.

```lean
/-- The sites `0, 1, …, N` of a linear chain with unit spacing. -/
abbrev Chain (N : ℕ) := {x : ℤ // x ∈ Finset.Icc (0 : ℤ) N}
```

The Hamiltonian $H$ has a real on-site energy $a$ on the diagonal, a real hopping $t$ between neighbours, and zeros elsewhere:
$$H_{ii} = a, \qquad H_{ij} = t \ \text{ if } |i-j| = 1, \qquad H_{ij} = 0 \ \text{ otherwise.}$$
The ends are open. Purification usually starts from a shifted and rescaled Hamiltonian $\alpha H + \beta I$, where $I$ is the identity matrix and $\alpha \ne 0$. This has the same form, with $\alpha a + \beta$ and $\alpha t$ in place of $a$ and $t$, so results for arbitrary $a$ and $t \neq 0$ apply to that start too.

```lean
/-- The tight-binding chain with on-site energy `a` and nearest-neighbour hopping `t`. -/
noncomputable def chainHamiltonian (N : ℕ) (a t : ℝ) : Matrix (Chain N) (Chain N) ℝ :=
  fun i j => if i = j then a else if |i.1 - j.1| = 1 then t else 0
```

If $j > i + p$ for a natural number $p$, then $|i-j| \ge j-i > p$. This small fact translates inequalities between integer positions into the real-valued distance that `HasRange` uses.

```lean
/-- A site more than `p` steps to the right is at distance greater than `p`. -/
theorem lt_dist {N p : ℕ} {i j : Chain N} (h : i.1 + p < j.1) : (p : ℝ) < dist i j := by
  have h' : (i.1 : ℝ) + p < j.1 := by exact_mod_cast h
  rw [Subtype.dist_eq, Int.dist_eq]
  linarith [neg_le_abs ((i.1 : ℝ) - j.1)]
```

Sites at distance greater than 1 are neither equal nor neighbours, so $H_{ij} = 0$ for them and $H$ has range 1.

```lean
/-- The tight-binding chain has range one. -/
theorem hasRange_chain (N : ℕ) (a t : ℝ) : HasRange (chainHamiltonian N a t) 1 := by
  intro i j h
  rw [Subtype.dist_eq, Int.dist_eq] at h
  have h' : 1 < |i.1 - j.1| := by exact_mod_cast h
  have h1 : i ≠ j := by
    rintro rfl
    simp at h'
  simp only [chainHamiltonian, if_neg h1, if_neg h'.ne']
```

## At the largest distance only one path survives

Let $A$ have range $p$ and $B$ range $q$ on the chain, and look at the entry of $AB$ between $i$ and $j = i + p + q$, the largest distance at which it can be nonzero. Put $k = i + p$ and consider any other intermediate site $l$:

- If $l < k$, then $j - l > q$, so $B_{lj} = 0$.
- If $l > k$, then $l - i > p$, so $A_{il} = 0$.

Only $l = k$ contributes, and the sum becomes a single product,
$$(AB)_{ij} = A_{ik} B_{kj}.$$

The attainment of the bound turns on the Mathlib lemma `Finset.sum_eq_single`, which replaces a finite sum by one of its terms. It asks for two things. The first is that every term other than the chosen one vanishes, which is the case distinction above. The second is that the chosen term vanishes if its index lies outside the summation set. Here the sum runs over all sites and `k` is a site, so that situation cannot arise, and `absurd` disposes of it. What the lemma returns is an equation for the entry and not merely a bound. With a formula in hand, one can show that the entry is nonzero.

```lean
/-- On the chain, the entry of a product at the largest allowed distance comes from a single
intermediate site. -/
theorem chain_mul_edge {N p q : ℕ} {A B : Matrix (Chain N) (Chain N) ℝ}
    (hA : HasRange A p) (hB : HasRange B q) {i k j : Chain N}
    (hk : k.1 = i.1 + p) (hj : j.1 = k.1 + q) : (A * B) i j = A i k * B k j := by
  rw [Matrix.mul_apply]
  refine Finset.sum_eq_single k (fun l _ hl => ?_) (fun h => absurd (Finset.mem_univ k) h)
  have hne : l.1 ≠ k.1 := fun h => hl (Subtype.ext h)
  rcases lt_or_gt_of_ne hne with h | h
  · rw [hB l j (lt_dist (by linarith)), mul_zero]
  · rw [hA i l (lt_dist (by linarith)), zero_mul]
```

Now apply one McWeeny step to a matrix $A$ of range $p > 0$, and look at the entry between $i$ and $j = i + 3p$. The square has range $2p < 3p$ and does not reach this far, so $(A^2)_{ij} = 0$. For the cube, put $k = i + p$ and $l = k + p$ and use the factorisation twice:
$$(A^3)_{ij} = (A^2)_{il} A_{lj} = A_{ik} A_{kl} A_{lj}.$$
Therefore
$$M(A)_{ij} = -2\, A_{ik} A_{kl} A_{lj}.$$
The condition $p > 0$ is needed because for $p = 0$ the sites coincide and the square contributes as well.

The smallest chain on which this can be seen for $H$ has four sites, $0, 1, 2, 3$. The only path of three hops from 0 to 3 is $0 \to 1 \to 2 \to 3$, and two hops are not enough, so $M(H)_{03} = -2t^3$. A single step already couples the two ends.

```lean
/-- On the chain, if a matrix has range `p > 0`, then after a McWeeny step an outermost entry,
between a site and the one `3 * p` steps to its right, is `-2` times the product of three outermost
entries of the original matrix. -/
theorem chain_mcweeny_edge {N p : ℕ} {A : Matrix (Chain N) (Chain N) ℝ} (hp : 0 < p)
    (hA : HasRange A p) {i k l j : Chain N}
    (hk : k.1 = i.1 + p) (hl : l.1 = k.1 + p) (hj : j.1 = l.1 + p) :
    mcweeny A i j = -2 * (A i k * A k l * A l j) := by
  have hAA : HasRange (A * A) ((p + p : ℕ) : ℝ) := by
    push_cast
    exact hA.mul hA
  -- the quadratic term does not reach this far
  have h2 : (A * A) i j = 0 := hAA i j (lt_dist (by push_cast; omega))
  have h3 : (A * A * A) i j = A i k * A k l * A l j := by
    rw [chain_mul_edge hAA hA (k := l) (by push_cast; omega) hj, chain_mul_edge hA hA hk hl]
  change (3 : ℕ) • (A * A) i j - (2 : ℕ) • (A * A * A) i j = _
  rw [h2, h3]
  simp only [nsmul_eq_mul]
  push_cast
  ring
```

## The outermost entries never vanish

Let $t \neq 0$. The claim is that $M^n(H)_{ij} \neq 0$ for all sites with $j = i + 3^n$.

For $n = 0$ the two sites are neighbours and the entry is $t$. For the step from $n$ to $n+1$, let $j = i + 3^{n+1}$ and set $k = i + 3^n$ and $l = k + 3^n$. Both lie between $i$ and $j$, so they belong to the chain. Since $M^n(H)$ has range $3^n$, the formula for the outermost entry gives
$$M^{n+1}(H)_{ij} = -2\, M^n(H)_{ik}\, M^n(H)_{kl}\, M^n(H)_{lj}.$$
All three factors are nonzero by the induction hypothesis, and a product of nonzero real numbers is nonzero.

The induction hypothesis must cover all pairs at distance $3^n$, because it is used for three different pairs. For this reason the Lean statement has `∀ i j` after the colon. The two `obtain` lines construct $k$ and $l$ together with the proof that they lie on the chain.

```lean
/-- With nonzero hopping, `n` McWeeny steps on the tight-binding chain couple all sites that are
`3 ^ n` apart. -/
theorem chain_iterate_ne_zero {N : ℕ} (a : ℝ) {t : ℝ} (ht : t ≠ 0) (n : ℕ) :
    ∀ i j : Chain N, j.1 = i.1 + 3 ^ n →
      (mcweeny^[n] (chainHamiltonian N a t)) i j ≠ 0 := by
  induction n with
  | zero =>
    intro i j h
    have h1 : i ≠ j := by
      rintro rfl
      simp at h
    have h2 : |i.1 - j.1| = 1 := by
      rw [h]
      simp
    change chainHamiltonian N a t i j ≠ 0
    simpa only [chainHamiltonian, if_neg h1, if_pos h2] using ht
  | succ n ih =>
    intro i j h
    rw [pow_succ] at h
    have hpos : (0 : ℤ) < 3 ^ n := by positivity
    have hi := Finset.mem_Icc.mp i.2
    have hj := Finset.mem_Icc.mp j.2
    -- the two intermediate sites of the cubic term
    obtain ⟨k, hk⟩ : ∃ k : Chain N, k.1 = i.1 + 3 ^ n :=
      ⟨⟨i.1 + 3 ^ n, Finset.mem_Icc.mpr ⟨by linarith, by linarith⟩⟩, rfl⟩
    obtain ⟨l, hl⟩ : ∃ l : Chain N, l.1 = k.1 + 3 ^ n :=
      ⟨⟨k.1 + 3 ^ n, Finset.mem_Icc.mpr ⟨by linarith, by linarith⟩⟩, rfl⟩
    have hr : HasRange (mcweeny^[n] (chainHamiltonian N a t)) ((3 ^ n : ℕ) : ℝ) := by
      simpa using hasRange_iterate (hasRange_chain N a t) n
    rw [Function.iterate_succ_apply', chain_mcweeny_edge (k := k) (l := l) (by positivity) hr
      (by push_cast; linarith) (by push_cast; linarith) (by push_cast; linarith)]
    exact mul_ne_zero (by norm_num)
      (mul_ne_zero (mul_ne_zero (ih i k hk) (ih k l hl)) (ih l j (by linarith)))
```

## The range on the chain is exactly a power of three

Suppose $3^n \le N$ and $t \ne 0$. Then for every real $s$,
$$M^n(H) \text{ has range } s \iff 3^n \le s .$$

From right to left, $M^n(H)$ has range $3^n$ by the general bound with $r = 1$, and hence every larger range. From left to right, suppose $s < 3^n$. The sites $0$ and $3^n$ both exist because $3^n \le N$. Their distance exceeds $s$, yet the entry between them is nonzero, so $M^n(H)$ does not have range $s$.

The length condition matters. On the two-site chain with $N = 1$, no distance exceeds 1, so every matrix has range 1, even after a step for which $3^n = 3$.

```lean
/-- On a tight-binding chain with nonzero hopping and length at least `3 ^ n`, the matrix after
`n` McWeeny steps has range `s` exactly when `3 ^ n ≤ s`. -/
theorem chain_range_iff {N n : ℕ} (a : ℝ) {t : ℝ} (ht : t ≠ 0) (hN : 3 ^ n ≤ N) (s : ℝ) :
    HasRange (mcweeny^[n] (chainHamiltonian N a t)) s ↔ 3 ^ n ≤ s := by
  constructor
  · intro h
    by_contra hs
    have hN' : (3 : ℤ) ^ n ≤ N := by exact_mod_cast hN
    have hpos : (0 : ℤ) < 3 ^ n := by positivity
    obtain ⟨i, hi⟩ : ∃ i : Chain N, i.1 = 0 :=
      ⟨⟨0, Finset.mem_Icc.mpr ⟨le_refl 0, by linarith⟩⟩, rfl⟩
    obtain ⟨j, hj⟩ : ∃ j : Chain N, j.1 = 3 ^ n :=
      ⟨⟨3 ^ n, Finset.mem_Icc.mpr ⟨hpos.le, hN'⟩⟩, rfl⟩
    have hd : dist i j = (3 : ℝ) ^ n := by
      rw [Subtype.dist_eq, Int.dist_eq, hi, hj]
      simp
    exact chain_iterate_ne_zero a ht n i j (by rw [hi, hj, zero_add])
      (h i j (by rw [hd]; exact not_le.mp hs))
  · intro hs i j hij
    exact hasRange_iterate (hasRange_chain N a t) n i j (by linarith)

end McWeenyRange
```

For linear-scaling electronic-structure codes, this fixes how far exact sparsity can be relied on in a non-interacting model with an orthonormal basis and no truncation: on a chain with nonzero nearest-neighbour hopping, the reach triples with every McWeeny step for as long as the tripled distance still fits on the chain. The theorems concern which entries are zero, not how large the others are. They therefore do not say how much error arises when small entries are discarded, nor whether the iteration converges.

```lean
#print axioms McWeenyRange.nonzero_entries_le
#print axioms McWeenyRange.chain_range_iff
```

```
'McWeenyRange.nonzero_entries_le' depends on axioms: [propext, Classical.choice, Quot.sound]
'McWeenyRange.chain_range_iff' depends on axioms: [propext, Classical.choice, Quot.sound]
```
